# The intensity |A|² of a differentiable complex amplitude changes at the rate 2 Re(A* A′)

Let A be a complex amplitude depending on one real parameter, with derivative A′ at the point z. The lemma states that the intensity |A|² is then differentiable at z, with derivative 2 Re(A(z)* A′), where the star denotes complex conjugation. Only differentiability at z is assumed: the amplitude need not be normalised or obey any equation of motion. The attempt differentiates the real and imaginary parts separately, applies the product rule to their squares, adds the results, and uses `convert` to match the sum with the stated form.

An attempt in Lean 4 with a fault in it:

```lean
import Mathlib

open scoped ComplexConjugate

namespace HasDerivAtIntensity

noncomputable section

/-- The intensity `|A|²` of a differentiable amplitude changes at the rate `2 Re (conj A · A')`. -/
theorem hasDerivAt_intensity {A : ℝ → ℂ} {A' : ℂ} {z : ℝ} (h : HasDerivAt A A' z) :
    HasDerivAt (fun t => ‖A t‖ ^ 2) (2 * (conj (A z) * A').re) z := by
  have hr : HasDerivAt (fun t => (A t).re) A'.re z :=
    Complex.reCLM.hasFDerivAt.comp_hasDerivAt z h
  have hi : HasDerivAt (fun t => (A t).im) A'.im z :=
    Complex.imCLM.hasFDerivAt.comp_hasDerivAt z h
  convert (hr.fun_mul hr).fun_add (hi.fun_mul hi) using 1
  · ext t
    rw [← Complex.normSq_eq_norm_sq, Complex.normSq_apply]
  · simp only [Complex.mul_re, Complex.conj_re, Complex.conj_im]
    ring

end

end HasDerivAtIntensity
```

The error:

```
Main.lean:18:8: error: Tactic `rewrite` failed: Did not find an occurrence of the pattern
  ‖?z‖ ^ 2
in the target expression
  t + x✝ = t + x✝

case e'_4
A : ℝ → ℂ
A' : ℂ
z : ℝ
h : HasDerivAt A A' z
hr : HasDerivAt (fun t => (A t).re) A'.re z
hi : HasDerivAt (fun t => (A t).im) A'.im z
t x✝ : ℝ
⊢ t + x✝ = t + x✝
Main.lean:19:4: error: `simp` made no progress
Main.lean:11:68: error: unsolved goals
case e'_8
A : ℝ → ℂ
A' : ℂ
z : ℝ
h : HasDerivAt A A' z
hr : HasDerivAt (fun t => (A t).re) A'.re z
hi : HasDerivAt (fun t => (A t).im) A'.im z
⊢ (fun t => ‖A t‖ ^ 2) = fun i => (A i).re * (A i).re + (A i).im * (A i).im

case e'_9
A : ℝ → ℂ
A' : ℂ
z : ℝ
h : HasDerivAt A A' z
hr : HasDerivAt (fun t => (A t).re) A'.re z
hi : HasDerivAt (fun t => (A t).im) A'.im z
⊢ 2 * ((starRingEnd ℂ) (A z) * A').re = A'.re * (A z).re + (A z).re * A'.re + (A'.im * (A z).im + (A z).im * A'.im)
```

What went wrong. The proof expects two goals from `convert … using 1`, one for the function and one for its derivative, but `convert` also produces goals about the structures on ℝ that `HasDerivAt` takes as arguments. The first bullet therefore lands on `e'_4`, an equality of additive structures, which `ext` turns into `t + x✝ = t + x✝`. There is no squared norm there, so `rw` fails. The second bullet meets another goal, not shown, on which `simp` makes no progress. The two intended goals, `e'_8` and `e'_9`, are left unsolved.

The repair proves the equality of functions separately, as `e`, and rewrites the goal with it. `congr_deriv` then leaves only the equality of derivative values to prove, while Lean checks that the structures agree by unfolding definitions as needed. The old `rw`, `simp only` and `ring` steps are kept, and now meet the goals they were written for.

Fix (accepted with no message):

```diff
@@ -14,9 +14,12 @@
   have hi : HasDerivAt (fun t => (A t).im) A'.im z :=
     Complex.imCLM.hasFDerivAt.comp_hasDerivAt z h
-  convert (hr.fun_mul hr).fun_add (hi.fun_mul hi) using 1
-  · ext t
+  have e : (fun t => ‖A t‖ ^ 2)
+      = fun t => (A t).re * (A t).re + (A t).im * (A t).im := by
+    funext t
     rw [← Complex.normSq_eq_norm_sq, Complex.normSq_apply]
-  · simp only [Complex.mul_re, Complex.conj_re, Complex.conj_im]
-    ring
+  rw [e]
+  refine ((hr.fun_mul hr).fun_add (hi.fun_mul hi)).congr_deriv ?_
+  simp only [Complex.mul_re, Complex.conj_re, Complex.conj_im]
+  ring
 
 end
```
